# The average of N uncorrelated random variables with common mean and variance σ² has variance σ²/N

The theorem `sampleMean_moments` concerns n + 1 real random variables on a finite probability space, with common mean μ, common variance σ² and zero covariance between different variables. It states that their average has mean μ and variance σ²/(n + 1). The variables need only be uncorrelated, not independent, and the probabilities sum to one. The proof first finds the mean, then writes the deviation of the average from μ as the sum of the single deviations divided by n + 1. The square of that sum expands into a double sum of covariances, of which only the n + 1 diagonal terms survive.

This version doesn't compile in Lean 4 with Mathlib:

```lean
import Mathlib

open Finset

namespace RatioEstimator

noncomputable section

/-- A probability distribution on a finite set of outcomes. -/
structure FiniteProb (Ω : Type*) [Fintype Ω] where
  /-- The probability of each outcome. -/
  w : Ω → ℝ
  nonneg : ∀ ω, 0 ≤ w ω
  sum_one : ∑ ω, w ω = 1

variable {Ω : Type*} [Fintype Ω]

/-- The expectation value of a random variable. -/
def FiniteProb.mean (P : FiniteProb Ω) (X : Ω → ℝ) : ℝ := ∑ ω, P.w ω * X ω

/-- The covariance of two random variables; the variance is `P.cov X X`. -/
def FiniteProb.cov (P : FiniteProb Ω) (X Y : Ω → ℝ) : ℝ :=
  ∑ ω, P.w ω * ((X ω - P.mean X) * (Y ω - P.mean Y))

/-- The average of `n + 1` random variables. -/
def sampleMean {n : ℕ} (X : Fin (n + 1) → Ω → ℝ) (ω : Ω) : ℝ :=
  (∑ i, X i ω) / ((n : ℝ) + 1)

/-- The average of `n + 1` uncorrelated draws with common mean `μ` and variance `σ ^ 2` has
mean `μ` and variance `σ ^ 2 / (n + 1)`. -/
theorem sampleMean_moments (P : FiniteProb Ω) {n : ℕ} (X : Fin (n + 1) → Ω → ℝ) {μ σ : ℝ}
    (hμ : ∀ i, P.mean (X i) = μ)
    (hc : ∀ i j, P.cov (X i) (X j) = if i = j then σ ^ 2 else 0) :
    P.mean (sampleMean X) = μ ∧
      P.cov (sampleMean X) (sampleMean X) = σ ^ 2 / ((n : ℝ) + 1) := by
  have hn : (n : ℝ) + 1 ≠ 0 := by positivity
  have hA : P.mean (sampleMean X) = μ := by
    have h1 : P.mean (sampleMean X) = (∑ i, P.mean (X i)) / ((n : ℝ) + 1) := by
      simp only [FiniteProb.mean, sampleMean]
      rw [sum_comm, sum_div]
      exact sum_congr rfl fun ω _ => by rw [← mul_sum, mul_div_assoc]
    rw [h1, eq_comm, eq_div_iff hn]
    simp [hμ, mul_comm]
  refine ⟨hA, ?_⟩
  have hd : ∀ ω, sampleMean X ω - μ = (∑ i, (X i ω - μ)) / ((n : ℝ) + 1) := by
    intro ω
    have h1 : ∑ i, (X i ω - μ) = ∑ i, X i ω - ((n : ℝ) + 1) * μ := by
      simp [sum_sub_distrib]
    rw [h1, sub_div, mul_div_cancel_left₀ _ hn, sampleMean]
  have hc' : ∀ i j, ∑ ω, P.w ω * ((X i ω - μ) * (X j ω - μ))
      = if i = j then σ ^ 2 else 0 := by
    intro i j
    rw [← hc i j]
    simp only [FiniteProb.cov, hμ]
  -- the square of the summed fluctuations is a double sum of covariances
  have hs : ∑ ω, P.w ω * ((∑ i, (X i ω - μ)) * ∑ j, (X j ω - μ))
      = ((n : ℝ) + 1) * σ ^ 2 := by
    calc _ = ∑ ω, ∑ i, ∑ j, P.w ω * ((X i ω - μ) * (X j ω - μ)) :=
          sum_congr rfl fun ω _ => by simp only [sum_mul_sum, mul_sum]
      _ = ∑ i, ∑ j, ∑ ω, P.w ω * ((X i ω - μ) * (X j ω - μ)) := by
          rw [sum_comm]
          exact sum_congr rfl fun i _ => sum_comm
      _ = _ := by simp [hc']
  have hv : P.cov (sampleMean X) (sampleMean X)
      = (∑ ω, P.w ω * ((∑ i, (X i ω - μ)) * ∑ j, (X j ω - μ))) / ((n : ℝ) + 1) ^ 2 := by
    simp only [FiniteProb.cov, hA, hd]
    rw [sum_div]
    exact sum_congr rfl fun ω _ => by ring
  rw [hv, hs, div_eq_div_iff (pow_ne_zero 2 hn) hn]
  ring

end

end RatioEstimator
```

The error:

```
Main.lean:59:35: error: unsolved goals
Ω : Type u_1
inst✝ : Fintype Ω
P : FiniteProb Ω
n : ℕ
X : Fin (n + 1) → Ω → ℝ
μ σ : ℝ
hμ : ∀ (i : Fin (n + 1)), P.mean (X i) = μ
hc : ∀ (i j : Fin (n + 1)), P.cov (X i) (X j) = if i = j then σ ^ 2 else 0
hn : ↑n + 1 ≠ 0
hA : P.mean (sampleMean X) = μ
hd : ∀ (ω : Ω), sampleMean X ω - μ = (∑ i, (X i ω - μ)) / (↑n + 1)
hc' : ∀ (i j : Fin (n + 1)), ∑ ω, P.w ω * ((X i ω - μ) * (X j ω - μ)) = if i = j then σ ^ 2 else 0
ω : Ω
x✝ : ω ∈ univ
⊢ ∑ i, P.w ω * ((∑ i, (X i ω - μ)) * (X i ω - μ)) = ∑ i, ∑ j, P.w ω * ((X i ω - μ) * (X j ω - μ))
Try this:
  [apply] ring_nf
  
  The `ring` tactic failed to close the goal. Use `ring_nf` to obtain a normal form.
    
  Note that `ring` works primarily in *commutative* rings. If you have a noncommutative ring, abelian group or module, consider using `noncomm_ring`, `abel` or `module` instead.
Main.lean:68:35: error: unsolved goals
Ω : Type u_1
inst✝ : Fintype Ω
P : FiniteProb Ω
n : ℕ
X : Fin (n + 1) → Ω → ℝ
μ σ : ℝ
hμ : ∀ (i : Fin (n + 1)), P.mean (X i) = μ
hc : ∀ (i j : Fin (n + 1)), P.cov (X i) (X j) = if i = j then σ ^ 2 else 0
hn : ↑n + 1 ≠ 0
hA : P.mean (sampleMean X) = μ
hd : ∀ (ω : Ω), sampleMean X ω - μ = (∑ i, (X i ω - μ)) / (↑n + 1)
hc' : ∀ (i j : Fin (n + 1)), ∑ ω, P.w ω * ((X i ω - μ) * (X j ω - μ)) = if i = j then σ ^ 2 else 0
hs : ∑ ω, P.w ω * ((∑ i, (X i ω - μ)) * ∑ j, (X j ω - μ)) = (↑n + 1) * σ ^ 2
ω : Ω
x✝ : ω ∈ univ
⊢ (P.w ω * ∑ x, (X x ω - μ)) * (1 + ↑n)⁻¹ ^ 2 * ∑ x, (-μ + X x ω) =
    P.w ω * (∑ x, (-μ + X x ω)) ^ 2 * (1 + ↑n * 2 + ↑n ^ 2)⁻¹
Main.lean:59:49: warning: This simp argument is unused:
  sum_mul_sum

Hint: Omit it from the simp argument list.
  [apply] simp only [mul_sum]

Note: This linter can be disabled with `set_option linter.unusedSimpArgs false`
```

Cause. The first error is a matter of rewriting order. `simp only` applied `mul_sum` to the product of two sums before `sum_mul_sum` could act. That expanded only the right-hand sum and left the other as a factor inside, where neither lemma could expand it. Hence the warning that `sum_mul_sum` is unused. The repair uses `rw` to apply `sum_mul_sum` first, then moves the weight inside the outer sum with `mul_sum`, and inside the inner one with `mul_sum` again under `sum_congr`.

The second error comes from `ring`, whose suggestion to try `ring_nf` only reports that it did not close the goal. In the goal that remains, one side has `(1 + ↑n)⁻¹ ^ 2` and the other `(1 + ↑n * 2 + ↑n ^ 2)⁻¹`: the square was multiplied out under the inverse, and the two forms were not recognised as equal. The sums also appear in two forms, `X x ω - μ` and `-μ + X x ω`. The repair proves the identity `e` for arbitrary real `w`, `S` and `N`. With `N` a single variable there is no sum to expand, so `ring` succeeds, and `e _ _ _` applies the result to the actual expressions.

The mended proof, as a diff:

```diff
@@ -57,5 +57,7 @@
       = ((n : ℝ) + 1) * σ ^ 2 := by
     calc _ = ∑ ω, ∑ i, ∑ j, P.w ω * ((X i ω - μ) * (X j ω - μ)) :=
-          sum_congr rfl fun ω _ => by simp only [sum_mul_sum, mul_sum]
+          sum_congr rfl fun ω _ => by
+            rw [sum_mul_sum, mul_sum]
+            exact sum_congr rfl fun i _ => by rw [mul_sum]
       _ = ∑ i, ∑ j, ∑ ω, P.w ω * ((X i ω - μ) * (X j ω - μ)) := by
           rw [sum_comm]
@@ -64,7 +66,10 @@
   have hv : P.cov (sampleMean X) (sampleMean X)
       = (∑ ω, P.w ω * ((∑ i, (X i ω - μ)) * ∑ j, (X j ω - μ))) / ((n : ℝ) + 1) ^ 2 := by
+    have e : ∀ w S N : ℝ, w * (S / N * (S / N)) = w * (S * S) / N ^ 2 := by
+      intro w S N
+      ring
     simp only [FiniteProb.cov, hA, hd]
     rw [sum_div]
-    exact sum_congr rfl fun ω _ => by ring
+    exact sum_congr rfl fun ω _ => e _ _ _
   rw [hv, hs, div_eq_div_iff (pow_ne_zero 2 hn) hn]
   ring
```
